# Energy per cell of a ring of equivalent cells from increments divided by fragment size

If the energy per cell is computed by adding up the increments of all fragments that contain one reference cell (an increment is what a fragment's energy adds beyond the summed increments of all its smaller subfragments), a pair enters with its full weight although only half of it belongs to that cell, and the total is generally wrong. On a finite ring with translation-invariant fragment energies and zero energy for the empty fragment, dividing each increment by the number of cells in its fragment gives the exact energy per cell.

```lean
import Mathlib

open Finset

namespace EnergyPerCellIncrements

noncomputable section

/-- The increment of a fragment `S`: the alternating sum of the energies of all its
subfragments. -/
def increment {α : Type*} (E : Finset α → ℝ) (S : Finset α) : ℝ :=
  ∑ T ∈ S.powerset, (-1 : ℝ) ^ (S.card + T.card) * E T

/-- The fragment `S` translated by `a` cells around the ring. -/
def shift {N : ℕ} (a : ZMod N) (S : Finset (ZMod N)) : Finset (ZMod N) :=
  S.map (Equiv.addRight a).toEmbedding

/-- A fragment quantity is translation invariant if translated fragments have equal values. -/
def TranslationInvariant {N : ℕ} (w : Finset (ZMod N) → ℝ) : Prop :=
  ∀ (a : ZMod N) (S : Finset (ZMod N)), w (shift a S) = w S

/-- Adding a cell `a` to a fragment `T`: the new increment is the increment of the energy
in the presence of `a` minus the increment in its absence. -/
theorem increment_insert {α : Type*} [DecidableEq α] (E : Finset α → ℝ) {a : α}
    {T : Finset α} (h : a ∉ T) :
    increment E (insert a T) = increment (fun U => E (insert a U)) T - increment E T := by
  simp only [increment]
  rw [Finset.sum_powerset_insert h, Finset.card_insert_of_notMem h]
  have h1 : ∑ U ∈ T.powerset, (-1 : ℝ) ^ (T.card + 1 + U.card) * E U
      = -∑ U ∈ T.powerset, (-1 : ℝ) ^ (T.card + U.card) * E U := by
    rw [← Finset.sum_neg_distrib]
    refine Finset.sum_congr rfl fun U _ => ?_
    ring
  have h2 : ∑ U ∈ T.powerset, (-1 : ℝ) ^ (T.card + 1 + (insert a U).card) * E (insert a U)
      = ∑ U ∈ T.powerset, (-1 : ℝ) ^ (T.card + U.card) * E (insert a U) := by
    refine Finset.sum_congr rfl fun U hU => ?_
    rw [Finset.card_insert_of_notMem (fun ha => h (Finset.mem_powerset.1 hU ha))]
    ring
  rw [h1, h2]
  ring

/-- The energy of a fragment is the sum of the increments of all its subfragments. -/
theorem sum_increment {α : Type*} [DecidableEq α] (E : Finset α → ℝ) (S : Finset α) :
    ∑ T ∈ S.powerset, increment E T = E S := by
  induction S using Finset.induction_on generalizing E with
  | empty => simp [increment]
  | insert a S ha ih =>
    have h : ∑ T ∈ S.powerset, increment E (insert a T) = E (insert a S) - E S := by
      calc ∑ T ∈ S.powerset, increment E (insert a T)
          = ∑ T ∈ S.powerset, (increment (fun U => E (insert a U)) T - increment E T) :=
            Finset.sum_congr rfl fun T hT =>
              increment_insert E (fun h => ha (Finset.mem_powerset.1 hT h))
        _ = E (insert a S) - E S := by
            rw [Finset.sum_sub_distrib, ih (fun U => E (insert a U)), ih E]
    rw [Finset.sum_powerset_insert ha, ih E, h]
    ring

lemma mem_shift {N : ℕ} (a i : ZMod N) (S : Finset (ZMod N)) :
    i ∈ shift a S ↔ i - a ∈ S := by
  unfold shift
  rw [Finset.mem_map]
  constructor
  · rintro ⟨j, hj, rfl⟩
    simpa using hj
  · intro h
    exact ⟨i - a, h, by simp⟩

lemma card_shift {N : ℕ} (a : ZMod N) (S : Finset (ZMod N)) : (shift a S).card = S.card :=
  Finset.card_map _

lemma shift_neg_shift {N : ℕ} (a : ZMod N) (S : Finset (ZMod N)) :
    shift (-a) (shift a S) = S := by
  ext i
  simp [mem_shift]

lemma shift_shift_neg {N : ℕ} (a : ZMod N) (S : Finset (ZMod N)) :
    shift a (shift (-a) S) = S := by
  ext i
  simp [mem_shift]

/-- If the energy is translation invariant, so are the increments. -/
theorem increment_invariant {N : ℕ} {E : Finset (ZMod N) → ℝ}
    (hE : TranslationInvariant E) : TranslationInvariant (increment E) := by
  intro a S
  unfold increment
  symm
  refine Finset.sum_bij' (fun T _ => shift a T) (fun T _ => shift (-a) T) ?_ ?_ ?_ ?_ ?_
  · intro T hT
    refine Finset.mem_powerset.2 fun i hi => ?_
    exact (mem_shift a i S).2 (Finset.mem_powerset.1 hT ((mem_shift a i T).1 hi))
  · intro T hT
    refine Finset.mem_powerset.2 fun i hi => ?_
    have h := (mem_shift a _ S).1 (Finset.mem_powerset.1 hT ((mem_shift (-a) i T).1 hi))
    simpa using h
  · intro T _
    exact shift_neg_shift a T
  · intro T _
    exact shift_shift_neg a T
  · intro T _
    rw [card_shift a S, card_shift a T, hE a T]

/-- For a translation-invariant fragment quantity, the sum over all fragments weighted by
their size is `N` times the sum over the fragments containing cell `0`. -/
theorem sum_card_mul {N : ℕ} [NeZero N] (w : Finset (ZMod N) → ℝ)
    (hw : TranslationInvariant w) :
    ∑ S : Finset (ZMod N), (S.card : ℝ) * w S
      = N * ∑ S : Finset (ZMod N) with (0 : ZMod N) ∈ S, w S := by
  -- every cell sees the same sum, by translating it to the origin
  have key : ∀ i : ZMod N, ∑ S : Finset (ZMod N) with i ∈ S, w S
      = ∑ S : Finset (ZMod N) with (0 : ZMod N) ∈ S, w S := by
    intro i
    refine Finset.sum_bij' (fun S _ => shift (-i) S) (fun S _ => shift i S) ?_ ?_ ?_ ?_ ?_
    · intro S hS
      simpa [mem_shift] using hS
    · intro S hS
      simpa [mem_shift] using hS
    · intro S _
      exact shift_shift_neg i S
    · intro S _
      exact shift_neg_shift i S
    · intro S _
      exact (hw (-i) S).symm
  -- count pairs (cell, fragment containing it) in two ways
  calc ∑ S : Finset (ZMod N), (S.card : ℝ) * w S
      = ∑ S : Finset (ZMod N), ∑ i : ZMod N, if i ∈ S then w S else 0 := by
        refine Finset.sum_congr rfl fun S _ => ?_
        simp [Finset.sum_ite_mem]
    _ = ∑ i : ZMod N, ∑ S : Finset (ZMod N), if i ∈ S then w S else 0 := Finset.sum_comm
    _ = ∑ _i : ZMod N, ∑ S : Finset (ZMod N) with (0 : ZMod N) ∈ S, w S := by
        refine Finset.sum_congr rfl fun i _ => ?_
        rw [← Finset.sum_filter]
        exact key i
    _ = N * ∑ S : Finset (ZMod N) with (0 : ZMod N) ∈ S, w S := by
        rw [Finset.sum_const, Finset.card_univ, ZMod.card, nsmul_eq_mul]

/-- The energy per cell of a ring of `N` equivalent cells is the sum, over all fragments
containing cell `0`, of the increment divided by the number of cells in the fragment. -/
theorem energy_per_cell {N : ℕ} [NeZero N] (E : Finset (ZMod N) → ℝ)
    (hE : TranslationInvariant E) (hE0 : E ∅ = 0) :
    E univ / N = ∑ S : Finset (ZMod N) with (0 : ZMod N) ∈ S, increment E S / S.card := by
  have hN : (N : ℝ) ≠ 0 := Nat.cast_ne_zero.2 (NeZero.ne N)
  have h := sum_card_mul (fun S => increment E S / S.card) (by
    intro a S
    show increment E (shift a S) / ((shift a S).card : ℝ) = increment E S / S.card
    rw [card_shift, increment_invariant hE a S])
  have h2 : ∑ S : Finset (ZMod N), (S.card : ℝ) * (increment E S / S.card) = E univ := by
    rw [← sum_increment E univ, Finset.powerset_univ]
    refine Finset.sum_congr rfl fun S _ => ?_
    rcases S.eq_empty_or_nonempty with rfl | hS
    · simp [increment, hE0]
    · have hc : (S.card : ℝ) ≠ 0 := Nat.cast_ne_zero.2 hS.card_pos.ne'
      field_simp
  have h3 := h2.symm.trans h
  rw [h3, mul_div_cancel_left₀ _ hN]

/-- Order by order: `k` times the sum of all `k`-cell increments is `N` times the sum of
those `k`-cell increments whose fragment contains cell `0`. -/
theorem order_sum {N : ℕ} [NeZero N] (E : Finset (ZMod N) → ℝ)
    (hE : TranslationInvariant E) (k : ℕ) :
    (k : ℝ) * ∑ S : Finset (ZMod N) with S.card = k, increment E S
      = N * ∑ S : Finset (ZMod N) with (0 : ZMod N) ∈ S ∧ S.card = k, increment E S := by
  have h := sum_card_mul (fun S => if S.card = k then increment E S else 0) (by
    intro a S
    simp only [card_shift, increment_invariant hE a S])
  calc (k : ℝ) * ∑ S : Finset (ZMod N) with S.card = k, increment E S
      = ∑ S : Finset (ZMod N), (S.card : ℝ) * (if S.card = k then increment E S else 0) := by
        rw [Finset.sum_filter, Finset.mul_sum]
        refine Finset.sum_congr rfl fun S _ => ?_
        by_cases hS : S.card = k <;> simp [hS]
    _ = _ := h
    _ = _ := by rw [← Finset.sum_filter, Finset.filter_filter]

lemma increment_pair {α : Type*} [DecidableEq α] (E : Finset α → ℝ) {a b : α} (hab : a ≠ b) :
    increment E {a, b} = E {a, b} - E {a} - E {b} + E ∅ := by
  have hs : ∀ F : Finset α → ℝ, increment F {b} = F {b} - F ∅ := by
    intro F
    have e : ({b} : Finset α) = insert b ∅ := by simp
    rw [e, increment_insert F (Finset.notMem_empty b)]
    simp [increment]
  rw [increment_insert E (show a ∉ ({b} : Finset α) by simpa using hab), hs, hs]
  simp only [insert_empty_eq]
  ring

/-- The two-cell increments contribute to the energy per cell one half of the sum, over all
other cells `r`, of the pair energy of `0` and `r` minus twice the one-cell energy. -/
theorem pair_contribution {N : ℕ} [NeZero N] (E : Finset (ZMod N) → ℝ)
    (hE : TranslationInvariant E) (hE0 : E ∅ = 0) :
    (∑ S : Finset (ZMod N) with S.card = 2, increment E S) / N
      = 1 / 2 * ∑ r : ZMod N with r ≠ 0, (E {0, r} - 2 * E {0}) := by
  have hN : (N : ℝ) ≠ 0 := Nat.cast_ne_zero.2 (NeZero.ne N)
  have single : ∀ r : ZMod N, E {r} = E {0} := by
    intro r
    have e : shift r {0} = {r} := by
      ext i
      simp [mem_shift, sub_eq_zero]
    rw [← e, hE r {0}]
  have h := order_sum E hE 2
  -- pairs containing cell 0 are labelled by the other cell
  have h2 : ∑ S : Finset (ZMod N) with (0 : ZMod N) ∈ S ∧ S.card = 2, increment E S
      = ∑ r : ZMod N with r ≠ 0, (E {0, r} - 2 * E {0}) := by
    symm
    refine Finset.sum_bij (fun r _ => ({0, r} : Finset (ZMod N))) ?_ ?_ ?_ ?_
    · intro r hr
      have hr' : r ≠ 0 := (Finset.mem_filter.1 hr).2
      exact Finset.mem_filter.2 ⟨Finset.mem_univ _, by simp, Finset.card_pair hr'.symm⟩
    · intro r hr s _ hrs
      have hr' : r ≠ 0 := (Finset.mem_filter.1 hr).2
      have e : ({0, r} : Finset (ZMod N)) = {0, s} := hrs
      have hm : r ∈ ({0, s} : Finset (ZMod N)) := by
        rw [← e]
        simp
      simpa [hr'] using hm
    · intro S hS
      obtain ⟨-, hz, hc⟩ := Finset.mem_filter.1 hS
      obtain ⟨x, y, hxy, rfl⟩ := Finset.card_eq_two.1 hc
      simp only [Finset.mem_insert, Finset.mem_singleton] at hz
      rcases hz with hz | hz
      · subst hz
        exact ⟨y, Finset.mem_filter.2 ⟨Finset.mem_univ _, hxy.symm⟩, rfl⟩
      · subst hz
        exact ⟨x, Finset.mem_filter.2 ⟨Finset.mem_univ _, hxy⟩, Finset.pair_comm _ _⟩
    · intro r hr
      have hr' : r ≠ 0 := (Finset.mem_filter.1 hr).2
      rw [increment_pair E hr'.symm, hE0, single r]
      ring
  rw [h2] at h
  simp only [Nat.cast_ofNat] at h
  rw [div_eq_iff hN]
  linear_combination (1 / 2 : ℝ) * h

/-- Fragment energy of a ring with on-site energy `ε` and a coupling `J` for each cell of the
fragment whose right neighbour also belongs to it. -/
def ringEnergy (N : ℕ) (ε J : ℝ) (S : Finset (ZMod N)) : ℝ :=
  ε * S.card + J * (S.filter (fun i => i + 1 ∈ S)).card

/-- The ring with nearest-neighbour coupling is translation invariant, its empty fragment has
zero energy, and its energy per cell is `ε + J`. -/
theorem ringEnergy_witness (N : ℕ) [NeZero N] (ε J : ℝ) :
    TranslationInvariant (ringEnergy N ε J) ∧ ringEnergy N ε J ∅ = 0 ∧
      ringEnergy N ε J univ / N = ε + J := by
  have hN : (N : ℝ) ≠ 0 := Nat.cast_ne_zero.2 (NeZero.ne N)
  refine ⟨?_, by simp [ringEnergy], ?_⟩
  · intro a S
    have e : (shift a S).filter (fun i => i + 1 ∈ shift a S)
        = shift a (S.filter (fun i => i + 1 ∈ S)) := by
      ext i
      have hi : i + 1 - a = i - a + 1 := by ring
      simp only [Finset.mem_filter, mem_shift, hi]
    unfold ringEnergy
    rw [e, card_shift, card_shift]
  · have h : ringEnergy N ε J univ = (ε + J) * N := by
      simp [ringEnergy, ZMod.card]
      ring
    rw [h, mul_div_cancel_right₀ _ hN]

end

end EnergyPerCellIncrements
```

```lean
#print axioms EnergyPerCellIncrements.energy_per_cell
#print axioms EnergyPerCellIncrements.pair_contribution
```

```
'EnergyPerCellIncrements.energy_per_cell' depends on axioms: [propext, Classical.choice, Quot.sound]
'EnergyPerCellIncrements.pair_contribution' depends on axioms: [propext, Classical.choice, Quot.sound]
```

## Fragments on a ring

The N cells are the elements of `ZMod N`, and `[NeZero N]` says that N ≥ 1. A fragment S is a finite set of cells, |S| is its number of cells (`S.card`), and E(S) is its energy. The full ring is `univ`. The increment is

D(S) = ∑_{T⊆S} (−1)^(|S|+|T|) E(T),

and `energy_per_cell` states

E(full)/N = ∑_{S∋0} D(S)/|S|.

The hypothesis `TranslationInvariant E` says that moving a fragment around the ring, which is what `shift` does, leaves its energy unchanged. Physically, the cells are equivalent, the boundary is periodic, and any embedding treats translated fragments alike. The condition E(∅) = 0 fixes the energy zero: a constant background energy present without any cells must be subtracted first.

E is otherwise an arbitrary real function; no Hamiltonian or electronic-structure method is specified. The identity underlies incremental expansions for periodic systems, here on a finite one-dimensional ring with all orders kept. It gives no bound on the error of truncation and no limit of infinite N.

## From increments back to the energy

Let a be a cell outside T. Every subset of T∪{a} is either U or U∪{a} with U ⊆ T. Compared with D(T), the terms without a change sign, while those with a have two extra factors of −1. Writing Eₐ(U) = E(U∪{a}) and Dₐ for its increment, we get

D(T∪{a}) = Dₐ(T) − D(T).

This is `increment_insert`. Induction on S then gives `sum_increment`:

∑_{T⊆S} D(T) = E(S).

For S = ∅ both sides are E(∅). When a is added to S, the subsets without a contribute E(S), and those with a contribute Eₐ(S) − E(S), so the total is E(S∪{a}). The induction hypothesis is needed for both E and Eₐ, hence `generalizing E` in the proof.

## Sharing each increment among its cells

Translation by a maps the subsets of S one-to-one onto those of the translated fragment, preserving sizes and energies. The increments are therefore invariant too (`increment_invariant`).

For any invariant w, counting pairs of a cell i and a fragment containing it gives `sum_card_mul`:

∑_S |S| w(S) = ∑_i ∑_{S∋i} w(S) = N ∑_{S∋0} w(S).

The first equality exchanges two finite sums (`Finset.sum_comm`). The second translates each fragment by −i, which the proof's `key` step expresses as a bijection.

Now set w(S) = D(S)/|S| for nonempty S and w(∅) = 0, which is also what Lean's convention x/0 = 0 gives. Then |S| w(S) = D(S) for every nonempty S, and also for the empty fragment, since D(∅) = E(∅) = 0. The left side is therefore the sum of all increments, E(full), and division by N gives the theorem.

For N = 1 it reads E({0}) = E({0}). For N = 2 the factor one half is visible:

E({0}) + [E({0,1}) − 2E({0})]/2 = E({0,1})/2.

## Pair contributions and a coupled ring

Choosing w(S) = D(S) for |S| = k and zero otherwise gives the same count at each order (`order_sum`):

k ∑_{|S|=k} D(S) = N ∑_{S∋0, |S|=k} D(S).

For k = 2, the pairs containing cell 0 are labelled by the other cell r. By `increment_pair`, invariance and E(∅) = 0,

D({0,r}) = E({0,r}) − E({0}) − E({r}) + E(∅) = E({0,r}) − 2E({0}).

Dividing by 2N yields `pair_contribution`:

(1/N) ∑_{|S|=2} D(S) = ½ ∑_{r≠0} [E({0,r}) − 2E({0})].

An example satisfying the hypotheses is `ringEnergy`, with on-site energy ε and a coupling J for each cell whose right neighbour is also in the fragment. On the full ring every cell contributes ε + J, which `ringEnergy_witness` confirms as the energy per cell. At N = 1 the cell is its own neighbour, and at N = 2 the two cells are coupled twice.
